# Power-law growth of ligand-hole configuration counts with the number of ligand spin orbitals

Take a metal site with a single spin orbital, nominally empty, next to $b$ filled ligand spin orbitals. If no electron may leave the ligand, there is one configuration. If one electron may move to the metal, it can come from any of the $b$ ligand spin orbitals, which adds $b$ configurations and makes $1+b$ in total. For large $b$ almost every configuration has the hole, because the hole has $b$ places to sit and the unexcited state has only one form.

A $d^9$ ion behaves in the same way. Its one missing electron is missing either from the $d$ shell, in 10 ways, or from the ligand, in $b$ ways, so there are $10+b$ configurations. With more empty places in the shell, more holes can be made in the ligand, and each further hole raises the leading power of $b$ in the count by one. The problems below work this out for a general shell.

```lean
import Mathlib

open Filter Topology

namespace LigandHoleConfigurations
```

## The configurations to be counted

A metal shell has $m$ spin orbitals, with $m=10$ for a $d$ shell, and nominal filling $n$. It is coupled to $b$ ligand spin orbitals, all filled in the nominal state. A configuration is one choice of occupied metal spin orbitals together with one choice of emptied ligand spin orbitals. It is thus a single Slater determinant, whereas spectroscopists often use the word for a whole class such as $d^9\underline{L}$, where $\underline{L}$ denotes a ligand hole.

Electrons are conserved: with $k$ ligand holes the metal holds $n+k$ electrons. Let $N_K(b)$ be the number of configurations with at most $K$ ligand holes, with $m$ and $n$ held fixed.

In the Lean definition, `Fin m` and `Fin b` label the metal and ligand spin orbitals. A configuration `c` is a pair of finite sets, where `c.1` lists the occupied metal spin orbitals and `c.2` the emptied ligand ones. The condition `c.1.card = n + c.2.card` is electron conservation, and `c.2.card ≤ K` is the truncation. $N_K(b)$ is `(configs m b n K).card`.

The count includes every spin and orbital symmetry. No Hamiltonian enters, so nothing here depends on hopping, charge-transfer energy or Coulomb repulsion.

```lean
/-- Configurations of a metal shell with `m` spin orbitals and nominal filling `n`, coupled to
`b` filled ligand spin orbitals, with at most `K` ligand holes. A configuration is the set of
occupied metal spin orbitals together with the set of emptied ligand spin orbitals; every
electron missing from the ligand sits on the metal. -/
def configs (m b n K : ℕ) : Finset (Finset (Fin m) × Finset (Fin b)) :=
  Finset.univ.filter (fun c => c.1.card = n + c.2.card ∧ c.2.card ≤ K)
```

## (a) Sorting by the number of holes

**Task.** Show that the count is a sum of products of binomial coefficients,
$$N_K(b)=\sum_{k=0}^{K}\binom{m}{n+k}\binom{b}{k}.$$

**Solution.** Every configuration has a definite number of holes $k$, with $0\le k\le K$, so the classes of fixed $k$ are disjoint and together contain everything. Within one class the metal has $n+k$ electrons in $m$ spin orbitals, which can be arranged in $\binom{m}{n+k}$ ways. The $k$ holes can be chosen in $\binom{b}{k}$ ways. Once $k$ is fixed the two choices are independent, so the class has $\binom{m}{n+k}\binom{b}{k}$ members. Summing over $k$ gives the result. If $n+k>m$ or $k>b$, the class is empty and its binomial product is zero.

An exact-diagonalisation program can build its basis in this way. For each $k$ it lists the metal bit strings with $n+k$ ones and the ligand bit strings with $k$ zeros, and combines every member of the first list with every member of the second. The length of the state vector is then $N_K(b)$.

In Lean, `Finset.range (K + 1)` is the set $0,\dots,K$. The lemma `Finset.card_eq_sum_card_fiberwise` splits the count into classes of fixed hole number. The step `hfib` identifies each class with a product of two families of subsets of fixed size, and the final `simp` counts that product.

```lean
/-- The number of configurations with at most `K` ligand holes is the sum over the hole number
`k` of the ways to place `n + k` electrons on the metal times the ways to choose `k` holes. -/
theorem card_configs (m b n K : ℕ) :
    (configs m b n K).card =
      ∑ k ∈ Finset.range (K + 1), m.choose (n + k) * b.choose k := by
  have hmaps : ∀ c ∈ configs m b n K, c.2.card ∈ Finset.range (K + 1) := by
    intro c hc
    simp only [configs, Finset.mem_filter, Finset.mem_univ, true_and] at hc
    exact Finset.mem_range.mpr (by omega)
  -- sort the configurations by their number of holes
  rw [Finset.card_eq_sum_card_fiberwise (f := fun c => c.2.card) (t := Finset.range (K + 1))
    (fun c hc => Finset.mem_coe.2 (hmaps c (Finset.mem_coe.1 hc)))]
  refine Finset.sum_congr rfl fun k hk => ?_
  have hk' := Finset.mem_range.mp hk
  have hfib : (configs m b n K).filter (fun c => c.2.card = k) =
      Finset.powersetCard (n + k) Finset.univ ×ˢ Finset.powersetCard k Finset.univ := by
    ext ⟨d, l⟩
    simp only [configs, Finset.mem_filter, Finset.mem_univ, true_and, Finset.mem_product,
      Finset.mem_powersetCard, Finset.subset_univ]
    constructor
    · rintro ⟨⟨h1, h2⟩, h3⟩
      exact ⟨by omega, h3⟩
    · rintro ⟨h1, h2⟩
      exact ⟨⟨by omega, by omega⟩, h2⟩
  rw [hfib]
  simp
```

## (b) Choosing holes in a large ligand

**Task.** Show that for each fixed $k$
$$\lim_{b\to\infty}\frac{1}{b^k}\binom{b}{k}=\frac{1}{k!}.$$

**Solution.** Use induction on $k$. For $k=0$ the expression equals 1 for every $b$.

For the step, count the ways to choose $k+1$ holes and mark one of them as the last. There are $(k+1)\binom{b}{k+1}$ ways. Alternatively, choose the other $k$ holes first and then make the last one in any of the $b-k$ spin orbitals still filled. Hence
$$(k+1)\binom{b}{k+1}=(b-k)\binom{b}{k}.$$
Dividing by $(k+1)\,b^{k+1}$ gives, for $b\ge k+1$,
$$\frac{1}{b^{k+1}}\binom{b}{k+1}=\frac{1}{b^k}\binom{b}{k}\left(1-\frac{k}{b}\right)\frac{1}{k+1}.$$
The first factor tends to $1/k!$ by the induction hypothesis, and the bracket tends to 1. The limit is therefore $\frac{1}{k!\,(k+1)}=\frac{1}{(k+1)!}$.

The Lean statement converts the integers to real numbers before dividing. `Tendsto … atTop (𝓝 …)` expresses the limit as the natural number $b$ grows. In the proof, `h1` is the limit of the bracket, `ih` is the induction hypothesis, and `hc` is the counting identity. The `filter_upwards` line restricts attention to $b\ge k+1$, which is enough for a limit.

```lean
/-- The number of ways to choose `k` holes among `b` ligand spin orbitals, divided by `b ^ k`,
tends to `1 / k!` as `b` grows. -/
theorem tendsto_choose_div_pow (k : ℕ) :
    Tendsto (fun b : ℕ => (b.choose k : ℝ) / (b : ℝ) ^ k) atTop
      (𝓝 (1 / (k.factorial : ℝ))) := by
  induction k with
  | zero => simp
  | succ k ih =>
    have h1 := (tendsto_const_div_atTop_nhds_zero_nat (k : ℝ)).const_sub 1
    rw [sub_zero] at h1
    have h2 := (ih.mul h1).div_const ((k : ℝ) + 1)
    have hf : (k.factorial : ℝ) ≠ 0 := by exact_mod_cast Nat.factorial_ne_zero k
    have hk1 : (k : ℝ) + 1 ≠ 0 := by positivity
    have e : 1 / (k.factorial : ℝ) * 1 / ((k : ℝ) + 1) = 1 / ((k + 1).factorial : ℝ) := by
      rw [Nat.factorial_succ]
      push_cast
      field_simp
    rw [e] at h2
    refine h2.congr' ?_
    filter_upwards [eventually_ge_atTop (k + 1)] with b hb
    have hb0 : (b : ℝ) ≠ 0 := by
      have : b ≠ 0 := by omega
      exact_mod_cast this
    -- the next hole can be made in any of the b - k orbitals still filled
    have hc : (b.choose (k + 1) : ℝ) * ((k : ℝ) + 1) = b.choose k * ((b : ℝ) - k) := by
      have h := congrArg (Nat.cast : ℕ → ℝ) (Nat.choose_succ_right_eq b k)
      rw [Nat.cast_mul, Nat.cast_mul, Nat.cast_sub (by omega)] at h
      push_cast at h
      exact h
    have hc2 : (b.choose (k + 1) : ℝ) = b.choose k * ((b : ℝ) - k) / ((k : ℝ) + 1) := by
      rw [eq_div_iff hk1]
      exact hc
    rw [hc2, pow_succ]
    field_simp
```

## (c) The leading power of the truncated count

**Task.** Show that for every $K$
$$\lim_{b\to\infty}\frac{N_K(b)}{b^K}=\frac{1}{K!}\binom{m}{n+K}.$$

**Solution.** Use induction on $K$. With no holes allowed, $N_0(b)=\binom{m}{n}$ for every $b$, which is the claimed value.

Allowing one more hole adds one term to the sum in (a):
$$N_{K+1}(b)=N_K(b)+\binom{m}{n+K+1}\binom{b}{K+1}.$$
For $b\ge1$, division by $b^{K+1}$ gives
$$\frac{N_{K+1}(b)}{b^{K+1}}=\frac{N_K(b)}{b^K}\cdot\frac1b+\binom{m}{n+K+1}\frac{1}{b^{K+1}}\binom{b}{K+1}.$$
By the induction hypothesis the first factor of the first term has a finite limit, so the extra $1/b$ sends that term to zero. By (b) the second term tends to $\binom{m}{n+K+1}/(K+1)!$.

When $n+K\le m$ the limit is positive, and the count grows as $b^K$. When $n+K>m$ the metal cannot accept $K$ extra electrons, so the limit is zero and $b^K$ overstates the growth. The theorem includes this case, since it places no condition on $m$, $n$ and $K$.

The Lean proof has the same two terms. In `h`, the first summand is the induction hypothesis multiplied by $1/b$, and the second is (b) multiplied by a constant. `Finset.sum_range_succ` separates the new term from the sum.

```lean
/-- The number of configurations with at most `K` ligand holes, divided by `b ^ K`, tends to
`binom(m, n + K) / K!` as the number `b` of ligand spin orbitals grows. A d shell is `m = 10`. -/
theorem tendsto_card_configs (m n K : ℕ) :
    Tendsto (fun b : ℕ => ((configs m b n K).card : ℝ) / (b : ℝ) ^ K) atTop
      (𝓝 ((m.choose (n + K) : ℝ) / (K.factorial : ℝ))) := by
  induction K with
  | zero => simp [card_configs]
  | succ K ih =>
    -- the earlier terms carry an extra factor 1 / b, the new term gives the limit
    have h := (ih.mul (tendsto_one_div_atTop_nhds_zero_nat (𝕜 := ℝ))).add
      ((tendsto_choose_div_pow (K + 1)).const_mul (m.choose (n + (K + 1)) : ℝ))
    rw [mul_zero, zero_add, mul_one_div] at h
    refine h.congr fun b => ?_
    rw [card_configs, card_configs, Finset.sum_range_succ _ (K + 1)]
    push_cast
    ring
```

## (d) The untruncated space

**Task.** Let $n\le m$ and $K\ge m-n$. Show that
$$N_K(b)=\binom{m+b}{m-n}.$$

**Solution.** Terms with $k>m-n$ vanish because $\binom{m}{n+k}=0$ there: the shell is already full. The sum therefore stops at $k=m-n$. By the symmetry of binomial coefficients, $\binom{m}{n+k}=\binom{m}{m-n-k}$, so
$$N_K(b)=\sum_{k=0}^{m-n}\binom{m}{m-n-k}\binom{b}{k}=\binom{m+b}{m-n},$$
where the last equality is Vandermonde's identity.

The identity has a direct meaning here. There are $n+b$ electrons in $m+b$ spin orbitals, hence $m-n$ empty places in all. If $k$ of them are in the ligand, the other $m-n-k$ are in the metal. In the limiting case of a full shell, $n=m$, no electron can be transferred and the count is 1 for every $b$.

In Lean, `hn` says that the nominal filling fits into the shell, and `hK` says that the truncation removes nothing. The condition `hn` has work to do: for $n>m$ there are no configurations at all, while subtraction of natural numbers would give $m-n=0$ and a right-hand side of 1. The step `hcut` removes the vanishing terms, `Nat.add_choose_eq` is Vandermonde's identity, and `hs` is the symmetry.

```lean
/-- For a nominal filling `n ≤ m`, once at least `m - n` ligand holes are allowed the count is
the number of ways to place `m - n` holes in all `m + b` spin orbitals. -/
theorem card_configs_full (m b n K : ℕ) (hn : n ≤ m) (hK : m - n ≤ K) :
    (configs m b n K).card = (m + b).choose (m - n) := by
  have hsub : Finset.range (m - n + 1) ⊆ Finset.range (K + 1) := by
    intro k hk
    rw [Finset.mem_range] at *
    omega
  -- the metal shell cannot take up more than m - n electrons
  have hcut : ∑ k ∈ Finset.range (m - n + 1), m.choose (n + k) * b.choose k =
      ∑ k ∈ Finset.range (K + 1), m.choose (n + k) * b.choose k := by
    refine Finset.sum_subset hsub fun k _ hk => ?_
    rw [Finset.mem_range] at hk
    have hlt : m < n + k := by omega
    rw [Nat.choose_eq_zero_of_lt hlt, zero_mul]
  -- Vandermonde's identity
  rw [card_configs, ← hcut, add_comm m b, Nat.add_choose_eq,
    Finset.Nat.sum_antidiagonal_eq_sum_range_succ_mk]
  refine Finset.sum_congr rfl fun k hk => ?_
  have hk' := Finset.mem_range.mp hk
  have hs : m.choose (n + k) = m.choose (m - n - k) :=
    Nat.choose_symm_of_eq_add (by omega)
  rw [hs]
  exact mul_comm _ _
```

## (e) The share kept by a lower truncation

**Task.** Let $K<L$ and $n+L\le m$. Show that
$$\lim_{b\to\infty}\frac{N_K(b)}{N_L(b)}=0.$$

**Solution.** Bring both counts to the scale $b^L$. For $b\ge1$,
$$\frac{N_K(b)}{N_L(b)}=\frac{\dfrac{N_K(b)}{b^K}\cdot\dfrac{1}{b^{L-K}}}{\dfrac{N_L(b)}{b^L}}.$$
By (c), $N_K(b)/b^K$ has a finite limit, and $1/b^{L-K}$ tends to zero because $L>K$. The numerator therefore tends to zero. The denominator tends to $\binom{m}{n+L}/L!$, which is positive because $n+L\le m$. The quotient tends to zero.

The shell must have room for more than $K$ transferred electrons. If $n+K=m$, the shell is full after $K$ transfers, further holes add no configurations, and the ratio is 1 for every $b$.

For cluster calculations of core-level spectra, this describes how much smaller the basis becomes when the number of ligand holes is limited, as a pure count of determinants for one metal shell. It does not say how much of the ground state lies in the discarded part. That depends on the Hamiltonian, and a small fraction of the determinants may carry most of the weight.

In the Lean proof, `h1` is the limit of $1/b^{L-K}$, `hc` and `hf` make the limiting denominator positive, and `hA` rewrites the numerator on the scale $b^L$. The last line cancels that common power.

```lean
/-- If `K < L` and the metal shell has room for `L` transferred electrons, the configurations
with at most `K` holes become a vanishing fraction of those with at most `L` holes as the number
of ligand spin orbitals grows. -/
theorem tendsto_truncated_fraction (m n K L : ℕ) (hKL : K < L) (hL : n + L ≤ m) :
    Tendsto (fun b : ℕ => ((configs m b n K).card : ℝ) / ((configs m b n L).card : ℝ)) atTop
      (𝓝 0) := by
  have h1 := (tendsto_one_div_atTop_nhds_zero_nat (𝕜 := ℝ)).pow (L - K)
  rw [zero_pow (by omega)] at h1
  have hc : (0 : ℝ) < m.choose (n + L) := by exact_mod_cast Nat.choose_pos hL
  have hf : (0 : ℝ) < L.factorial := by exact_mod_cast Nat.factorial_pos L
  have h := ((tendsto_card_configs m n K).mul h1).div (tendsto_card_configs m n L)
    (div_pos hc hf).ne'
  rw [mul_zero, zero_div] at h
  refine h.congr' ?_
  filter_upwards [eventually_gt_atTop 0] with b hb
  have hb0 : (b : ℝ) ≠ 0 := by exact_mod_cast hb.ne'
  have hp : (b : ℝ) ^ L = (b : ℝ) ^ K * (b : ℝ) ^ (L - K) := by
    rw [← pow_add, Nat.add_sub_cancel' hKL.le]
  -- bring both counts to the common scale b ^ L
  have hA : ((configs m b n K).card : ℝ) / (b : ℝ) ^ K * (1 / (b : ℝ)) ^ (L - K) =
      ((configs m b n K).card : ℝ) / (b : ℝ) ^ L := by
    rw [hp, one_div_pow, mul_one_div, div_div]
  simp only [Pi.div_apply]
  rw [hA, div_div_div_cancel_right₀ (pow_ne_zero L hb0)]
```

## (f) A $d^8$ shell with ten ligand spin orbitals

**Task.** For $m=10$, $n=8$ and $b=10$, show that
$$N_1(10)=145,\qquad N_2(10)=190.$$

**Solution.** The three classes are

- $d^8$: $\binom{10}{8}\binom{10}{0}=45$,
- $d^9\underline{L}$: $\binom{10}{9}\binom{10}{1}=100$,
- $d^{10}\underline{L}^2$: $\binom{10}{10}\binom{10}{2}=45$.

The first two add up to 145, and all three to 190. Since $m-n=2$, the second number is the full dimension, and (d) gives the same value, $\binom{20}{2}=190$.

This is the initial-state basis of a Ni$^{2+}$ cluster with one ligand spin orbital for each $d$ spin orbital. In the final state of an $L_{2,3}$ edge, a $2p$ electron has entered the valence space, so the nominal filling is 9 and the valence count is $10+10=20$. The $2p$ hole can be in any of six spin orbitals, which gives 120 determinants.

If the ligand band is represented by ten levels for each $d$ spin orbital, then $b=100$. The initial-state counts become $45+1000=1045$ with at most one hole and $1045+4950=5995$ with at most two. The one-hole truncation keeps about 76% of the determinants at $b=10$ and about 17% at $b=100$, in line with (e).

In Lean, the arguments of `configs 10 10 8 1` are $m$, $b$, $n$ and $K$ in that order. The proof replaces each count by the sum from (a) and evaluates it.

```lean
/-- A d shell with nominal filling 8 and ten ligand spin orbitals has 145 configurations with at
most one ligand hole and 190 with at most two. -/
theorem card_configs_d8 :
    (configs 10 10 8 1).card = 145 ∧ (configs 10 10 8 2).card = 190 := by
  constructor <;> norm_num [card_configs, Finset.sum_range_succ, Nat.choose]

end LigandHoleConfigurations
```

```lean
#print axioms LigandHoleConfigurations.card_configs_full
#print axioms LigandHoleConfigurations.tendsto_truncated_fraction
#print axioms LigandHoleConfigurations.card_configs_d8
```

```
'LigandHoleConfigurations.card_configs_full' depends on axioms: [propext, Classical.choice, Quot.sound]
'LigandHoleConfigurations.tendsto_truncated_fraction' depends on axioms: [propext, Classical.choice, Quot.sound]
'LigandHoleConfigurations.card_configs_d8' depends on axioms: [propext, Classical.choice, Quot.sound]
```
